# The degenerate level of three equivalent torsional wells coupled by tunnelling consists of the states whose three rotated copies sum to zero

`E_level_iff` concerns a model with one real amplitude in each of three torsional wells of energy `e`, where the tunnelling matrix element between any two wells is `-t` and `t` is nonzero. It states that an amplitude vector `v` satisfies Hv = (e + t)v exactly when v + Rv + R²v = 0, where R is the threefold rotation; `v` need not be normalised and may be zero. For the forward direction, the attempt reads off the first component of the eigenvalue equation, cancels `t` to find that the total amplitude vanishes, and then checks the vector identity component by component. For the converse, it recovers the vanishing total from the first component of that identity and puts it back into the formula for Hv.

This version doesn't compile in Lean 4 with Mathlib:

```lean
import Mathlib

open Matrix Polynomial

namespace ThreefoldTorsion

noncomputable section

/-- The Hamiltonian of three torsional wells of energy `e`, with tunnelling matrix element
`-t` between any two of them. -/
def torsionH (e t : ℝ) : Matrix (Fin 3) (Fin 3) ℝ :=
  !![e, -t, -t; -t, e, -t; -t, -t, e]

/-- The threefold rotation, which carries the amplitude in each well to the next well. -/
def threefoldRotation : Matrix (Fin 3) (Fin 3) ℝ :=
  !![0, 0, 1; 1, 0, 0; 0, 1, 0]

/-- The rotation permutes the three well amplitudes cyclically. -/
theorem threefoldRotation_mulVec (v : Fin 3 → ℝ) :
    threefoldRotation *ᵥ v = ![v 2, v 0, v 1] := by
  ext i
  fin_cases i <;> simp [threefoldRotation, Matrix.mulVec, dotProduct, Fin.sum_univ_three]

/-- The Hamiltonian multiplies each amplitude by `e + t` and subtracts `t` times the total
amplitude. -/
theorem torsionH_mulVec (e t : ℝ) (v : Fin 3 → ℝ) :
    torsionH e t *ᵥ v = fun i => (e + t) * v i - t * (v 0 + v 1 + v 2) := by
  ext i
  fin_cases i <;> simp [torsionH, Matrix.mulVec, dotProduct, Fin.sum_univ_three] <;> ring

/-- With nonzero tunnelling, the states of energy `e + t` are exactly those whose three rotated
copies add up to zero. -/
theorem E_level_iff (e : ℝ) {t : ℝ} (ht : t ≠ 0) (v : Fin 3 → ℝ) :
    torsionH e t *ᵥ v = (e + t) • v ↔
      v + threefoldRotation *ᵥ v + threefoldRotation *ᵥ (threefoldRotation *ᵥ v) = 0 := by
  simp only [torsionH_mulVec, threefoldRotation_mulVec]
  constructor
  · intro h
    have h0 : (e + t) * v 0 - t * (v 0 + v 1 + v 2) = (e + t) * v 0 := congrFun h 0
    -- the total amplitude must vanish
    have hs : v 0 + v 1 + v 2 = 0 := mul_left_cancel₀ ht (by linear_combination -h0)
    ext i
    fin_cases i <;> simp <;> linarith
  · intro h
    have h0 : v 0 + v 2 + v 1 = 0 := congrFun h 0
    have hs : v 0 + v 1 + v 2 = 0 := by linarith
    ext i
    simp [hs]

end

end ThreefoldTorsion
```

Messages:

```
Main.lean:43:29: error: linarith failed to find a contradiction
case mp.«0».h1
e t : ℝ
ht : t ≠ 0
v : Fin 3 → ℝ
h : (fun i => (e + t) * v i - t * (v 0 + v 1 + v 2)) = (e + t) • v
h0 : (e + t) * v 0 - t * (v 0 + v 1 + v 2) = (e + t) * v 0
hs : v 0 + v 1 + v 2 = 0
a✝ : vecHead v + v 2 + v 1 < 0
⊢ False
failed
Main.lean:43:29: error: linarith failed to find a contradiction
case mp.«1».h1
e t : ℝ
ht : t ≠ 0
v : Fin 3 → ℝ
h : (fun i => (e + t) * v i - t * (v 0 + v 1 + v 2)) = (e + t) • v
h0 : (e + t) * v 0 - t * (v 0 + v 1 + v 2) = (e + t) * v 0
hs : v 0 + v 1 + v 2 = 0
a✝ : vecHead (vecTail v) + v 0 + v 2 < 0
⊢ False
failed
Main.lean:43:29: error: linarith failed to find a contradiction
case mp.«2».h1
e t : ℝ
ht : t ≠ 0
v : Fin 3 → ℝ
h : (fun i => (e + t) * v i - t * (v 0 + v 1 + v 2)) = (e + t) • v
h0 : (e + t) * v 0 - t * (v 0 + v 1 + v 2) = (e + t) * v 0
hs : v 0 + v 1 + v 2 = 0
a✝ : vecHead (vecTail (vecTail v)) + v 1 + v 0 < 0
⊢ False
failed
```

The change, after which it compiles:

```diff
@@ -40,6 +40,12 @@
     -- the total amplitude must vanish
     have hs : v 0 + v 1 + v 2 = 0 := mul_left_cancel₀ ht (by linear_combination -h0)
+    have g0 : v 0 + v 2 + v 1 = 0 := by linarith
+    have g1 : v 1 + v 0 + v 2 = 0 := by linarith
+    have g2 : v 2 + v 1 + v 0 = 0 := by linarith
     ext i
-    fin_cases i <;> simp <;> linarith
+    fin_cases i
+    · exact g0
+    · exact g1
+    · exact g2
   · intro h
     have h0 : v 0 + v 2 + v 1 = 0 := congrFun h 0
```

The three errors are one failure, met once for each component in the forward direction. The fact needed, `hs`, is already there, but it speaks of `v 0`, `v 1` and `v 2`. After `simp`, each goal has one amplitude written another way: `vecHead v` for `v 0`, `vecHead (vecTail v)` for `v 1`, and `vecHead (vecTail (vecTail v))` for `v 2`. These are equal by definition, but `linarith` does not unfold `vecHead` and `vecTail` to see it. It treats the new expression as a separate unknown, so `hs` no longer settles the goal.

The repair uses `linarith` before that form appears. `g0`, `g1` and `g2` state the three component sums in terms of `v 0`, `v 1` and `v 2` only, and each is a reordering of `hs`. After `fin_cases i`, the `simp` is gone and `exact` supplies the matching sum. Lean accepts it because evaluating the vectors at that index gives the same equation by definition.
